# The triple-dipole energy of an atom pair and a distant third atom: the s⁻⁶ limit and its zero sum over orthogonal directions

Place atoms at 0, re and sn in three-dimensional space, with e and n unit vectors and r > 0, and let E(s) be their Axilrod–Teller–Muto energy with coefficient C9. As s → ∞ with r, e and n fixed,

s⁶ E(s) → C9 (1 − 3c²) / r³, where c = ⟨e, n⟩,

and these limits sum to zero when n runs over any orthonormal basis. For C9 ≠ 0 and 3c² ≠ 1, the undamped triple-dipole energy of a fixed pair and a distant atom thus falls off as s⁻⁶, the same power of distance as the leading non-retarded pair dispersion energy. A cutoff on s in a three-body sum then drops individual terms that decay no faster than that pair energy.

The assumptions are discussed in the sections below. The remarks on what happens when one is dropped are arguments in prose, not theorems of the file.

## The triple-dipole form and a constant C9

The energy of atoms at A, B and C is postulated to be

E = C9 (1 + 3 cos α cos β cos γ) / (AB · BC · CA)³,

with α, β, γ the interior angles at A, B and C. This is the non-retarded interaction of three isotropic, polarisable atoms at third order in the dipole coupling. C9 collects their polarisabilities and has units of energy times length⁹. Damping, retardation, higher multipoles and anisotropic polarisabilities are absent, and the theorems do not apply to energies that include them.

```lean
import Mathlib

open Filter Topology

namespace AxilrodTellerFarAtom

noncomputable section
```

`Space` is Euclidean 3-space with its usual inner product and norm.

```lean
/-- Positions in three-dimensional Euclidean space. -/
abbrev Space := EuclideanSpace ℝ (Fin 3)
```

In `atmEnergy`, each `InnerProductGeometry.angle` is the angle between the two sides leaving one corner, so the angles are those of the actual triangle. C9 may be any real number unless a theorem restricts it.

```lean
/-- The triple-dipole energy of atoms at `A`, `B`, `C`, written with the three interior angles
and the three side lengths of their triangle. -/
def atmEnergy (C9 : ℝ) (A B C : Space) : ℝ :=
  C9 * (1 + 3 * Real.cos (InnerProductGeometry.angle (B - A) (C - A))
      * Real.cos (InnerProductGeometry.angle (A - B) (C - B))
      * Real.cos (InnerProductGeometry.angle (A - C) (B - C)))
    / (‖B - A‖ * ‖C - B‖ * ‖A - C‖) ^ 3
```

## Unit vectors e and n, and a third atom beyond the second

The conditions `‖e‖ = 1` and `‖n‖ = 1` make r and s the distances of the second and third atoms from the first, and make c the cosine of the angle between their directions. For other nonzero vectors, the distances would be r‖e‖ and s‖n‖, and the formulas would need those factors.

Write d = |sn − re|. Expanding the square gives the cosine law,

d² = s² − 2rsc + r².

The scalar products at the three corners give

cos α = c
cos β = (r² − rsc)/(rd) = (r − sc)/d
cos γ = (s² − rsc)/(sd) = (s − rc)/d.

Hence the angular factor is [d² + 3c(r − sc)(s − rc)]/d². Since

(r − sc)(s − rc) = rs(1 + c²) − c(s² + r²),

its numerator is

N = (1 − 3c²)(s² + r²) + c(1 + 3c²)rs,

and the exact energy is

E(s) = C9 N / (r³ s³ d⁵).

The condition r < s guarantees that the second and third atoms are distinct, because d ≥ s − r > 0. It is sufficient but not necessary: for s > 0 the same algebra works whenever d > 0. If s = r and n = e, the two atoms coincide, d = 0, and the triple-dipole expression divides by zero.

```lean
/-- If the third atom is farther from the origin than the second, those two atoms are distinct and
the triple-dipole energy is an explicit function of the distances and of `⟨e, n⟩`. -/
theorem atmEnergy_closed_form (C9 : ℝ) {r s : ℝ} {e n : Space} (he : ‖e‖ = 1) (hn : ‖n‖ = 1)
    (hr : 0 < r) (hs : r < s) :
    0 < ‖s • n - r • e‖ ∧
    atmEnergy C9 0 (r • e) (s • n) =
      C9 * ((1 - 3 * inner ℝ e n ^ 2) * (s ^ 2 + r ^ 2)
        + inner ℝ e n * (1 + 3 * inner ℝ e n ^ 2) * r * s)
        / (r ^ 3 * s ^ 3 * ‖s • n - r • e‖ ^ 5) := by
  have hs0 : 0 < s := hr.trans hs
  have hre : ‖r • e‖ = r := by rw [norm_smul, he, mul_one, Real.norm_of_nonneg hr.le]
  have hsn : ‖s • n‖ = s := by rw [norm_smul, hn, mul_one, Real.norm_of_nonneg hs0.le]
  have hd : 0 < ‖s • n - r • e‖ := by
    have h := norm_sub_norm_le (s • n) (r • e)
    rw [hre, hsn] at h
    linarith
  have hee : inner ℝ e e = (1 : ℝ) := by rw [real_inner_self_eq_norm_sq, he, one_pow]
  have hnn : inner ℝ n n = (1 : ℝ) := by rw [real_inner_self_eq_norm_sq, hn, one_pow]
  have hne : inner ℝ n e = inner ℝ e n := real_inner_comm _ _
  -- the cosine law and the scalar products at the three corners
  have hd2 : ‖s • n - r • e‖ ^ 2 = s ^ 2 - 2 * r * s * inner ℝ e n + r ^ 2 := by
    rw [← real_inner_self_eq_norm_sq]
    simp only [inner_sub_left, inner_sub_right, real_inner_smul_left, real_inner_smul_right,
      hee, hnn, hne]
    ring
  have h1 : inner ℝ (r • e) (s • n) = r * s * inner ℝ e n := by
    simp only [real_inner_smul_left, real_inner_smul_right]
    ring
  have h2 : inner ℝ (-(r • e)) (s • n - r • e) = r ^ 2 - r * s * inner ℝ e n := by
    simp only [inner_neg_left, inner_sub_right, real_inner_smul_left, real_inner_smul_right, hee]
    ring
  have h3 : inner ℝ (-(s • n)) (r • e - s • n) = s ^ 2 - r * s * inner ℝ e n := by
    simp only [inner_neg_left, inner_sub_right, real_inner_smul_left, real_inner_smul_right,
      hnn, hne]
    ring
  refine ⟨hd, ?_⟩
  unfold atmEnergy
  simp only [InnerProductGeometry.cos_angle, sub_zero, zero_sub, norm_neg,
    norm_sub_rev (r • e) (s • n), h1, h2, h3, hre, hsn]
  generalize ‖s • n - r • e‖ = d at hd hd2 ⊢
  generalize inner ℝ e n = c at hd2 ⊢
  have a1 : r * s * c / (r * s) = c := mul_div_cancel_left₀ c (by positivity)
  have a2 : (r ^ 2 - r * s * c) / (r * d) = (r - s * c) / d := by
    rw [div_eq_div_iff (by positivity) (by positivity)]
    ring
  have a3 : (s ^ 2 - r * s * c) / (s * d) = (s - r * c) / d := by
    rw [div_eq_div_iff (by positivity) (by positivity)]
    ring
  have aux : ∀ x y : ℝ, (1 + 3 * c * (x / d) * (y / d)) * d ^ 2 = d ^ 2 + 3 * c * x * y := by
    intro x y
    field_simp
  have key : 1 + 3 * c * ((r - s * c) / d) * ((s - r * c) / d) =
      ((1 - 3 * c ^ 2) * (s ^ 2 + r ^ 2) + c * (1 + 3 * c ^ 2) * r * s) / d ^ 2 := by
    rw [eq_div_iff (by positivity), aux, hd2]
    ring
  rw [a1, a2, a3, key, ← mul_div_assoc, div_div]
  congr 1
  ring
```

The theorem states both d > 0 and the exact energy. In the proof, `hre` and `hsn` turn the unit norms into distances, and the reverse triangle inequality gives `hd`. The cosine law is `hd2`, and `h1`, `h2` and `h3` are the scalar products at the corners. The facts `a1`, `a2` and `a3` simplify the three cosines, while `key` is the computation of N/d².

## A fixed positive separation r while s grows

The condition r > 0 says that the first two atoms are a genuine pair, with e pointing from the first to the second. It allows division by r³. For r < 0 the separation would be |r|, and the limit written with r³ would have the wrong sign whenever it is nonzero. At r = 0 the atoms coincide; Lean's convention for division by zero would still assign a value there, but one without physical meaning.

Holding r fixed is equally important, because the limit rests on r/s → 0. Take out a factor s from the distance:

d = s p, with p = |n − (r/s)e|.

```lean
/-- The distance between the second and third atoms is `s` times a dimensionless distance. -/
theorem norm_scale {r s : ℝ} (e n : Space) (hs : 0 < s) :
    ‖s • n - r • e‖ = s * ‖n - (r / s) • e‖ := by
  have h : s * (r / s) = r := by field_simp
  have h' : s • n - r • e = s • (n - (r / s) • e) := by rw [smul_sub, smul_smul, h]
  rw [h', norm_smul, Real.norm_of_nonneg hs.le]
```

Since r/s → 0 and n is a unit vector, p → |n| = 1.

```lean
/-- The dimensionless distance tends to one as the third atom recedes. -/
theorem tendsto_scaled_norm (r : ℝ) (e : Space) {n : Space} (hn : ‖n‖ = 1) :
    Tendsto (fun s : ℝ => ‖n - (r / s) • e‖) atTop (𝓝 1) := by
  have h0 : Tendsto (fun s : ℝ => r / s) atTop (𝓝 0) := tendsto_const_nhds.div_atTop tendsto_id
  have h := ((tendsto_const_nhds (x := n)).sub (h0.smul_const e)).norm
  rw [zero_smul, sub_zero, hn] at h
  exact h
```

Substituting d = sp into the exact energy gives, for s > r,

s⁶ E(s) = C9 [(1 − 3c²)(1 + (r/s)²) + c(1 + 3c²)(r/s)] / (r³ p⁵).

The bracket tends to 1 − 3c² and the denominator to r³, which is the claimed limit.

```lean
/-- As the third atom recedes along `n`, `s ^ 6` times the triple-dipole energy tends to
`C9 (1 - 3 ⟨e, n⟩ ^ 2) / r ^ 3`. -/
theorem tendsto_atmEnergy (C9 : ℝ) {r : ℝ} {e n : Space} (he : ‖e‖ = 1) (hn : ‖n‖ = 1)
    (hr : 0 < r) :
    Tendsto (fun s : ℝ => s ^ 6 * atmEnergy C9 0 (r • e) (s • n)) atTop
      (𝓝 (C9 * (1 - 3 * inner ℝ e n ^ 2) / r ^ 3)) := by
  have h0 : Tendsto (fun s : ℝ => r / s) atTop (𝓝 0) := tendsto_const_nhds.div_atTop tendsto_id
  have hF := (((((h0.pow 2).const_add 1).const_mul (1 - 3 * inner ℝ e n ^ 2)).add
    (h0.const_mul (inner ℝ e n * (1 + 3 * inner ℝ e n ^ 2)))).const_mul C9).div
    (((tendsto_scaled_norm r e hn).pow 5).const_mul (r ^ 3)) (by positivity)
  have hlim : C9 * ((1 - 3 * inner ℝ e n ^ 2) * (1 + 0 ^ 2)
      + inner ℝ e n * (1 + 3 * inner ℝ e n ^ 2) * 0) / (r ^ 3 * 1 ^ 5)
      = C9 * (1 - 3 * inner ℝ e n ^ 2) / r ^ 3 := by ring
  rw [hlim] at hF
  refine hF.congr' ?_
  -- beyond s = r, `s ^ 6` times the exact energy equals the expression in r and r / s used in `hF`
  filter_upwards [eventually_gt_atTop r] with s hs
  have hs0 : 0 < s := hr.trans hs
  have h := atmEnergy_closed_form C9 he hn hr hs
  rw [norm_scale e n hs0] at h
  obtain ⟨hd, hE⟩ := h
  have hp := (mul_pos_iff_of_pos_left hs0).1 hd
  simp only [Pi.div_apply]
  rw [hE]
  generalize ‖n - (r / s) • e‖ = p at hp ⊢
  generalize inner ℝ e n = c
  field_simp
```

In Lean, `Tendsto … atTop (𝓝 …)` expresses the limit as s → ∞. The proof builds the limit of the right-hand side as `hF`. It then uses `congr'` to replace that expression by s⁶E(s), which only has to agree with it for large s. This is why r < s is a hypothesis of the exact formula but not of the limit.

## Three orthonormal directions

An orthonormal basis b represents three mutually perpendicular directions in which the distant atom may be placed, one at a time. The basis need not be aligned with e. Parseval's identity gives

Σᵢ ⟨e, bᵢ⟩² = |e|² = 1,

so the limits add up to

C9 (3 − 3 · 1) / r³ = 0.

Without orthogonality the sum can be nonzero: taking e itself three times would give −6C9/r³.

```lean
/-- The far-atom limit holds for every direction `n`, and the limits sum to zero when `n` runs
over any orthonormal basis. -/
theorem far_atom_limit_and_sum (C9 : ℝ) {r : ℝ} {e : Space} (he : ‖e‖ = 1) (hr : 0 < r) :
    (∀ n : Space, ‖n‖ = 1 →
      Tendsto (fun s : ℝ => s ^ 6 * atmEnergy C9 0 (r • e) (s • n)) atTop
        (𝓝 (C9 * (1 - 3 * inner ℝ e n ^ 2) / r ^ 3))) ∧
    ∀ b : OrthonormalBasis (Fin 3) ℝ Space,
      ∑ i, C9 * (1 - 3 * inner ℝ e (b i) ^ 2) / r ^ 3 = 0 := by
  refine ⟨fun n hn => tendsto_atmEnergy C9 he hn hr, fun b => ?_⟩
  -- Parseval: the squared direction cosines add up to one
  have h : ∑ i, inner ℝ e (b i) ^ 2 = (1 : ℝ) := by
    calc ∑ i, inner ℝ e (b i) ^ 2 = ∑ i, inner ℝ e (b i) * inner ℝ (b i) e :=
          Finset.sum_congr rfl fun i _ => by rw [real_inner_comm e (b i), sq]
      _ = inner ℝ e e := b.sum_inner_mul_inner e e
      _ = 1 := by rw [real_inner_self_eq_norm_sq, he, one_pow]
  rw [Fin.sum_univ_three] at h ⊢
  linear_combination (-3 * C9 / r ^ 3) * h
```

The first part of this theorem is the limit for every unit vector n; the second is the zero sum for every `OrthonormalBasis (Fin 3) ℝ Space`. Parseval's identity enters through `b.sum_inner_mul_inner`, and `linear_combination` does the final arithmetic.

The zero sum concerns the limiting coefficients. For the energies themselves, adding the three limits shows that s⁶ times their sum tends to zero. It does not make the sum vanish at finite s.

```lean
/-- The triple-dipole energies for a third atom at distance `s` along each of three orthonormal
directions have a sum which, multiplied by `s ^ 6`, tends to zero. -/
theorem tendsto_sum_atmEnergy (C9 : ℝ) {r : ℝ} {e : Space} (he : ‖e‖ = 1) (hr : 0 < r)
    (b : OrthonormalBasis (Fin 3) ℝ Space) :
    Tendsto (fun s : ℝ => s ^ 6 * ∑ i, atmEnergy C9 0 (r • e) (s • b i)) atTop (𝓝 0) := by
  have t := fun i => tendsto_atmEnergy C9 he (b.orthonormal.1 i) hr
  have h := ((t 0).add (t 1)).add (t 2)
  have hz := (far_atom_limit_and_sum C9 he hr).2 b
  rw [Fin.sum_univ_three] at hz
  rw [hz] at h
  refine h.congr fun s => ?_
  change s ^ 6 * atmEnergy C9 0 (r • e) (s • b 0) + s ^ 6 * atmEnergy C9 0 (r • e) (s • b 1)
    + s ^ 6 * atmEnergy C9 0 (r • e) (s • b 2) = _
  rw [Fin.sum_univ_three]
  ring
```

Here `t` supplies the limit for each basis direction, and `hz` identifies the total as zero.

## A positive coefficient C9

The sign result assumes C9 > 0, the usual case for three ground-state atoms. The far energy is then positive if 3c² < 1, with the third atom broadly to the side of the pair, and negative if 3c² > 1, with it nearer the pair's axis. A negative C9 would exchange the signs, and C9 = 0 would make the energy vanish.

By hand, the limit of s⁶E(s) has the stated sign, so s⁶E(s) has it for all sufficiently large s. Dividing by s⁶ > 0 leaves the sign unchanged.

```lean
/-- For positive `C9` the energy at large `s` is positive if `3 ⟨e, n⟩ ^ 2 < 1` and negative if
`3 ⟨e, n⟩ ^ 2 > 1`. -/
theorem eventual_sign {C9 r : ℝ} {e n : Space} (he : ‖e‖ = 1) (hn : ‖n‖ = 1)
    (hr : 0 < r) (hC : 0 < C9) :
    (3 * inner ℝ e n ^ 2 < 1 → ∀ᶠ s : ℝ in atTop, 0 < atmEnergy C9 0 (r • e) (s • n)) ∧
    (1 < 3 * inner ℝ e n ^ 2 → ∀ᶠ s : ℝ in atTop, atmEnergy C9 0 (r • e) (s • n) < 0) := by
  have h := tendsto_atmEnergy C9 he hn hr
  constructor
  · intro hc
    have hl : 0 < C9 * (1 - 3 * inner ℝ e n ^ 2) / r ^ 3 :=
      div_pos (mul_pos hC (by linarith)) (by positivity)
    filter_upwards [h.eventually_const_lt hl, eventually_gt_atTop 0] with s h1 h2
    exact (mul_pos_iff_of_pos_left (pow_pos h2 6)).1 h1
  · intro hc
    have hl : C9 * (1 - 3 * inner ℝ e n ^ 2) / r ^ 3 < 0 :=
      div_neg_of_neg_of_pos (mul_neg_of_pos_of_neg hC (by linarith)) (by positivity)
    filter_upwards [h.eventually_lt_const hl, eventually_gt_atTop 0] with s h1 h2
    by_contra h3
    have h4 := mul_nonneg (pow_nonneg h2.le 6) (not_lt.1 h3)
    linarith
```

The quantifier `∀ᶠ s : ℝ in atTop` means "for all sufficiently large s". The theorem gives no threshold, and the threshold may depend on the direction. The proof takes the eventual inequality from the limit and removes the positive factor s⁶.

## The magic angle, 3c² = 1

This condition selects the directions at about 54.7° or 125.3° to e, where the s⁻⁶ coefficient vanishes. Since 1 + 3c² = 2, the numerator reduces to N = 2crs, and for s > r

s⁷ E(s) = 2C9 c / (r² p⁵) → 2C9 c / r².

As c = ±1/√3, the limit is nonzero whenever C9 is nonzero, and the energy then decays as s⁻⁷. Away from the magic angle, with C9 ≠ 0, s⁷E(s) would diverge, because s⁶E(s) has a nonzero limit.

```lean
/-- At the magic angle, `3 ⟨e, n⟩ ^ 2 = 1`, `s ^ 7` times the triple-dipole energy tends to
`2 C9 ⟨e, n⟩ / r ^ 2`. -/
theorem tendsto_magic_angle (C9 : ℝ) {r : ℝ} {e n : Space} (he : ‖e‖ = 1) (hn : ‖n‖ = 1)
    (hr : 0 < r) (hm : 3 * inner ℝ e n ^ 2 = (1 : ℝ)) :
    Tendsto (fun s : ℝ => s ^ 7 * atmEnergy C9 0 (r • e) (s • n)) atTop
      (𝓝 (2 * C9 * inner ℝ e n / r ^ 2)) := by
  have hF := (tendsto_const_nhds (x := 2 * C9 * inner ℝ e n)).div
    (((tendsto_scaled_norm r e hn).pow 5).const_mul (r ^ 2)) (by positivity)
  rw [one_pow, mul_one] at hF
  refine hF.congr' ?_
  filter_upwards [eventually_gt_atTop r] with s hs
  have hs0 : 0 < s := hr.trans hs
  have h := atmEnergy_closed_form C9 he hn hr hs
  rw [norm_scale e n hs0] at h
  obtain ⟨hd, hE⟩ := h
  have hp := (mul_pos_iff_of_pos_left hs0).1 hd
  -- only the term linear in r s survives in the numerator
  have hN : (1 - 3 * inner ℝ e n ^ 2) * (s ^ 2 + r ^ 2)
      + inner ℝ e n * (1 + 3 * inner ℝ e n ^ 2) * r * s = 2 * inner ℝ e n * r * s := by
    linear_combination (inner ℝ e n * r * s - s ^ 2 - r ^ 2) * hm
  simp only [Pi.div_apply]
  rw [hE, hN]
  generalize ‖n - (r / s) • e‖ = p at hp ⊢
  generalize inner ℝ e n = c
  field_simp

end

end AxilrodTellerFarAtom
```

The hypothesis `hm` is used in `hN`, which reduces the numerator to its one surviving term. The rest follows the earlier limit proof, with p → 1 supplied by `tendsto_scaled_norm`.

```lean
#print axioms AxilrodTellerFarAtom.tendsto_sum_atmEnergy
#print axioms AxilrodTellerFarAtom.eventual_sign
#print axioms AxilrodTellerFarAtom.tendsto_magic_angle
```

```
'AxilrodTellerFarAtom.tendsto_sum_atmEnergy' depends on axioms: [propext, Classical.choice, Quot.sound]
'AxilrodTellerFarAtom.eventual_sign' depends on axioms: [propext, Classical.choice, Quot.sound]
'AxilrodTellerFarAtom.tendsto_magic_angle' depends on axioms: [propext, Classical.choice, Quot.sound]
```
